# Exact radial dipole integrals and emission-rate ratios for hydrogen 3s, 3p and 3d

A hydrogen atom excited to 3p can fall to 1s, emitting an ultraviolet Lyman-β photon, or to 2s, emitting a red Balmer-α photon. The dipole integral favours 2s, the photon energy favours 1s, and the balance requires numbers. The same integrals compare the decays of 3d and 3s to 2p.

Use atomic units and write the radial function of orbital $s$, with quantum numbers $n,l$, as
$$R_s(r)=\sqrt{N_s}\,q_s(r)\,e^{-r/n}.$$
Let $R_{st}=\int_0^\infty R_s\,r^3R_t\,dr$ be the radial dipole integral. Then
$$R_{3p,1s}^2=\frac{3^7}{2^{13}},\quad R_{3p,2s}^2=\frac{2^{20}3^7}{5^{12}},\quad R_{3s,2p}^2=\frac{2^{15}3^8}{5^{12}},\quad R_{3d,2p}^2=\frac{2^{22}3^8}{5^{13}}.$$

For an upper level $i$ and a lower level $f$, with angular momenta $l$ and $l'$ that differ by one, take the relative emission rate to be
$$A_{if}=\omega^3R_{if}^2\,\frac{\max(l,l')}{2l+1},\qquad \omega=E_i-E_f.$$
This electric-dipole formula is assumed. Its $\omega^3$ comes from the photon mode density and the field of one photon; its last factor comes from averaging over initial magnetic substates and summing over final ones and polarisations. It gives $A_{3p,1s}/A_{3p,2s}=5^9/2^{18}$ and $A_{3d,2p}/A_{3s,2p}=256/25$.

## The radial functions

Integration by parts gives $\int_0^\infty r^me^{-kr}dr=\frac mk\int_0^\infty r^{m-1}e^{-kr}dr$ for $k>0$ and $m\ge1$. Since the $m=0$ integral is $1/k$, the moments are $m!/k^{m+1}$. With $k=2/n$ they fix the normalisation:

| | $q_s$ | $\int_0^\infty r^2q_s^2e^{-2r/n}dr$ | $N_s$ |
|---|---|---|---|
| 1s | $1$ | $1/4$ | $4$ |
| 2s | $1-r/2$ | $2-6+6=2$ | $1/2$ |
| 2p | $r$ | $24$ | $1/24$ |
| 3s | $1-2r/3+2r^2/27$ | $\frac{27}4-\frac{81}2+108-135+\frac{135}2=\frac{27}4$ | $4/27$ |
| 3p | $r-r^2/6$ | $\frac{729}4-\frac{3645}8+\frac{10935}{32}=\frac{2187}{32}$ | $32/2187$ |
| 3d | $r^2$ | $98415/8$ | $8/98415$ |

To check the radial equation with $E=-1/(2n^2)$, insert $R_s$, multiply by $-2r^2$ and cancel the exponential. The terms in $r^2q_s/n^2$ cancel, leaving
$$r^2q_s''+2r\Big(1-\frac rn\Big)q_s'+\Big[2\Big(1-\frac1n\Big)r-l(l+1)\Big]q_s=0.$$
For $q_s=\sum_jp_jr^j$, the coefficient of $r^j$ vanishes when
$$[j(j+1)-l(l+1)]\,p_j=-2(1-j/n)\,p_{j-1}.$$
Starting from $p_l=1$, this gives $p_1=-1/2$ for 2s, $p_1=-2/3$ and $p_2=2/27$ for 3s, and $p_2=-1/6$ for 3p. The right side vanishes at $j=n$, so each series ends as in the table.

## The dipole integrals and rates

The exponents add to $k=4/3$ for 3p-1s and $k=5/6$ for the other pairs. Without normalisation constants, the integrals are

- 3p-1s: $\dfrac{24}{k^5}-\dfrac{20}{k^6}=\dfrac{24k-20}{k^6}=12\left(\dfrac34\right)^6$;
- 3p-2s: $\dfrac{24k^2-80k+60}{k^7}=10\left(\dfrac65\right)^7$;
- 3s-2p: $\dfrac{24k^2-80k+160/3}{k^7}=\dfrac{10}3\left(\dfrac65\right)^7$;
- 3d-2p: $\dfrac{720}{k^7}=720\left(\dfrac65\right)^7$.

Squaring and multiplying by $N_sN_t$, which is $2^7/3^7$, $2^4/3^7$, $1/(2\cdot3^4)$ and $1/(3^{10}\cdot5)$ respectively, gives the stated squares.

The photon energies are $\frac12-\frac1{18}=\frac49$ and $\frac18-\frac1{18}=\frac5{72}$. Hence
$$\frac{A_{3p,1s}}{A_{3p,2s}}=\left(\frac{32}5\right)^3\frac{5^{12}}{2^{33}}=\frac{5^9}{2^{18}},\qquad
\frac{A_{3d,2p}}{A_{3s,2p}}=\frac{2^7}5\cdot\frac{2/5}{1}=\frac{256}{25}.$$

In numbers, $A_{3p,1s}=(4/9)^3(2187/8192)/3=1/128\approx0.00781$ and $A_{3p,2s}=2^{11}/5^9\approx0.00105$. The fraction going to 1s is about $0.00781/0.00886\approx0.88$.

## Orbitals, integrals and rates in Lean

```lean
import Mathlib

open MeasureTheory Set

noncomputable section

namespace HydrogenRadialDipole
```

The type `Orbital` contains exactly the six states considered.

```lean
/-- The hydrogen orbitals 1s, 2s, 2p, 3s, 3p and 3d. -/
inductive Orbital
  | s1 | s2 | p2 | s3 | p3 | d3
```

Its quantum numbers are natural numbers.

```lean
/-- The principal quantum number. -/
def Orbital.n : Orbital → ℕ
  | .s1 => 1
  | .s2 => 2
  | .p2 => 2
  | .s3 => 3
  | .p3 => 3
  | .d3 => 3

/-- The orbital angular momentum quantum number. -/
def Orbital.l : Orbital → ℕ
  | .s1 => 0
  | .s2 => 0
  | .p2 => 1
  | .s3 => 0
  | .p3 => 1
  | .d3 => 2
```

The functions `shape` and `normSq` are $q_s$ and $N_s$.

```lean
/-- The polynomial factor of the radial function, with `r` in Bohr radii. -/
def Orbital.shape : Orbital → ℝ → ℝ
  | .s1, _ => 1
  | .s2, r => 1 - r / 2
  | .p2, r => r
  | .s3, r => 1 - 2 * r / 3 + 2 * r ^ 2 / 27
  | .p3, r => r * (1 - r / 6)
  | .d3, r => r ^ 2

/-- The square of the normalisation constant. -/
def Orbital.normSq : Orbital → ℝ
  | .s1 => 4
  | .s2 => 1 / 2
  | .p2 => 1 / 24
  | .s3 => 4 / 27
  | .p3 => 32 / 2187
  | .d3 => 8 / 98415
```

Energies are in hartree and lengths in Bohr radii. The nucleus is fixed, and fine structure is absent.

```lean
/-- The Bohr energy `-1/(2n²)` in hartree. -/
def Orbital.energy (s : Orbital) : ℝ := -1 / (2 * (s.n : ℝ) ^ 2)

/-- The radial function: normalisation constant times polynomial times `exp(-r/n)`. -/
def radial (s : Orbital) (r : ℝ) : ℝ :=
  Real.sqrt s.normSq * (s.shape r * Real.exp (-(r / (s.n : ℝ))))
```

`radialMoment p s t` carries the power $r^p$: $p=2$ gives the overlap, including the volume factor, and $p=3$ adds one factor of $r$ for the dipole.

```lean
/-- The radial integral of `R_s r^p R_t` over `r > 0`: the overlap for `p = 2`,
the dipole integral for `p = 3`. -/
def radialMoment (p : ℕ) (s t : Orbital) : ℝ :=
  ∫ r in Ioi (0 : ℝ), radial s r * r ^ p * radial t r
```

The definition `rate` contains the assumed emission formula; the angular integrals behind it are not derived. It does not enforce the selection rule either: `rate .d3 .s1` is positive, although 3d-1s is dipole-forbidden. It should be read as a rate only for allowed pairs with `i` above `f`.

```lean
/-- The spontaneous emission rate `ω³ R² max(l,l')/(2l+1)` from `i` to `f`, up to a common
constant, for dipole-allowed pairs (`l` and `l'` differing by one) with `i` the upper level. -/
def rate (i f : Orbital) : ℝ :=
  (i.energy - f.energy) ^ 3 * radialMoment 3 i f ^ 2 *
    ((max i.l f.l : ℕ) : ℝ) / (2 * (i.l : ℝ) + 1)
```

## From exponential moments to normalised orbitals

The moment formula comes from Mathlib's Gamma integral, with the real power converted to a natural one. The hypothesis `0 < k` makes the integral converge. For $k=-1$ and $m=0$ the integral of $e^r$ diverges, and Lean gives it the value 0, whereas the right side is $-1$.

```lean
/-- The moments of a decaying exponential are `m!/k^(m+1)`. -/
theorem integral_pow_exp (m : ℕ) {k : ℝ} (hk : 0 < k) :
    ∫ r in Ioi (0 : ℝ), r ^ m * Real.exp (-(k * r)) = (m.factorial : ℝ) / k ^ (m + 1) := by
  have h := Real.integral_rpow_mul_exp_neg_mul_Ioi (a := (m : ℝ) + 1) (r := k)
    (by positivity) hk
  have h' : (1 / k) ^ ((m : ℝ) + 1) = (1 / k) ^ (m + 1) := by
    exact_mod_cast Real.rpow_natCast (1 / k) (m + 1)
  rw [Real.Gamma_nat_eq_factorial, h'] at h
  simp only [add_sub_cancel_right, Real.rpow_natCast] at h
  rw [h, one_div_pow]
  ring
```

The next theorem carries out the term-by-term integration. Hypothesis `hkn` adds the two exponents, and `h` expands the polynomial part in powers $r^2$ to $r^6$ with coefficients `a` to `e`. Lean gives the integral of a non-integrable function the value 0, so the nonzero value already proved for each moment shows that it is integrable. The identity `hf` combines the exponentials, and `integral_add` splits the sum.

```lean
/-- An overlap or dipole integral whose polynomial part has powers `r²` to `r⁶` is the
corresponding combination of exponential moments. -/
theorem radialMoment_eq (p : ℕ) (s t : Orbital) (k a b c d e : ℝ) (hk : 0 < k)
    (hkn : k = 1 / (s.n : ℝ) + 1 / (t.n : ℝ))
    (h : ∀ r, r ^ p * s.shape r * t.shape r
      = a * r ^ 2 + b * r ^ 3 + c * r ^ 4 + d * r ^ 5 + e * r ^ 6) :
    radialMoment p s t = Real.sqrt s.normSq * Real.sqrt t.normSq *
      (a * (2 / k ^ 3) + b * (6 / k ^ 4) + c * (24 / k ^ 5) + d * (120 / k ^ 6)
        + e * (720 / k ^ 7)) := by
  -- a nonzero integral certifies integrability of each moment
  have I : ∀ (x : ℝ) (m : ℕ), Integrable (fun r : ℝ => x * (r ^ m * Real.exp (-(k * r))))
      (volume.restrict (Ioi 0)) := by
    intro x m
    refine Integrable.const_mul ?_ x
    by_contra hn
    have h0 := integral_undef hn
    rw [integral_pow_exp m hk] at h0
    have h1 : (m.factorial : ℝ) / k ^ (m + 1) ≠ 0 := by positivity
    exact h1 h0
  let g : ℝ → ℕ → ℝ → ℝ := fun x m r => x * (r ^ m * Real.exp (-(k * r)))
  have i1 : Integrable (fun r => g a 2 r + g b 3 r) (volume.restrict (Ioi 0)) :=
    (I a 2).add (I b 3)
  have i2 : Integrable (fun r => g a 2 r + g b 3 r + g c 4 r) (volume.restrict (Ioi 0)) :=
    i1.add (I c 4)
  have i3 : Integrable (fun r => g a 2 r + g b 3 r + g c 4 r + g d 5 r)
      (volume.restrict (Ioi 0)) := i2.add (I d 5)
  have G : ∀ x m, ∫ r in Ioi (0 : ℝ), g x m r = x * ((m.factorial : ℝ) / k ^ (m + 1)) := by
    intro x m
    rw [← integral_pow_exp m hk]
    exact integral_const_mul _ _
  have hf : ∀ r, radial s r * r ^ p * radial t r = Real.sqrt s.normSq * Real.sqrt t.normSq *
      (g a 2 r + g b 3 r + g c 4 r + g d 5 r + g e 6 r) := by
    intro r
    have hx : Real.exp (-(k * r))
        = Real.exp (-(r / (s.n : ℝ))) * Real.exp (-(r / (t.n : ℝ))) := by
      rw [← Real.exp_add, hkn]
      congr 1
      ring
    simp only [g, radial, hx]
    linear_combination (Real.sqrt s.normSq * Real.sqrt t.normSq *
      Real.exp (-(r / (s.n : ℝ))) * Real.exp (-(r / (t.n : ℝ)))) * h r
  unfold radialMoment
  rw [funext hf, integral_const_mul, integral_add i3 (I e 6), integral_add i2 (I d 5),
    integral_add i1 (I c 4), integral_add (I a 2) (I b 3), G, G, G, G, G]
  norm_num [Nat.factorial]
```

Normalisation then follows by supplying the coefficients of $r^2q_s^2$ for each orbital. `ring` checks the expansion and `norm_num` the arithmetic.

```lean
/-- Each of the six radial functions is normalised with weight `r²`. -/
theorem radial_normalised (s : Orbital) : radialMoment 2 s s = 1 := by
  cases s
  · rw [radialMoment_eq 2 .s1 .s1 2 1 0 0 0 0 (by norm_num) (by norm_num [Orbital.n])
      (by intro r; simp only [Orbital.shape]; ring),
      Real.mul_self_sqrt (by norm_num [Orbital.normSq])]
    norm_num [Orbital.normSq]
  · rw [radialMoment_eq 2 .s2 .s2 1 1 (-1) (1 / 4) 0 0 (by norm_num) (by norm_num [Orbital.n])
      (by intro r; simp only [Orbital.shape]; ring),
      Real.mul_self_sqrt (by norm_num [Orbital.normSq])]
    norm_num [Orbital.normSq]
  · rw [radialMoment_eq 2 .p2 .p2 1 0 0 1 0 0 (by norm_num) (by norm_num [Orbital.n])
      (by intro r; simp only [Orbital.shape]; ring),
      Real.mul_self_sqrt (by norm_num [Orbital.normSq])]
    norm_num [Orbital.normSq]
  · rw [radialMoment_eq 2 .s3 .s3 (2 / 3) 1 (-4 / 3) (16 / 27) (-8 / 81) (4 / 729)
      (by norm_num) (by norm_num [Orbital.n]) (by intro r; simp only [Orbital.shape]; ring),
      Real.mul_self_sqrt (by norm_num [Orbital.normSq])]
    norm_num [Orbital.normSq]
  · rw [radialMoment_eq 2 .p3 .p3 (2 / 3) 0 0 1 (-1 / 3) (1 / 36)
      (by norm_num) (by norm_num [Orbital.n]) (by intro r; simp only [Orbital.shape]; ring),
      Real.mul_self_sqrt (by norm_num [Orbital.normSq])]
    norm_num [Orbital.normSq]
  · rw [radialMoment_eq 2 .d3 .d3 (2 / 3) 0 0 0 0 1
      (by norm_num) (by norm_num [Orbital.n]) (by intro r; simp only [Orbital.shape]; ring),
      Real.mul_self_sqrt (by norm_num [Orbital.normSq])]
    norm_num [Orbital.normSq]
```

## The radial Schrödinger equation

Differentiating $(a+br+cr^2)e^{-kr}$ gives the same form with coefficients $b-ka$, $2c-kb$ and $-kc$.

```lean
/-- The derivative of a quadratic times a decaying exponential has the same form. -/
theorem hasDerivAt_quadratic_exp (C k a b c r : ℝ) :
    HasDerivAt (fun x => C * ((a + b * x + c * x ^ 2) * Real.exp (-(k * x))))
      (C * (((b - k * a) + (2 * c - k * b) * r + (-(k * c)) * r ^ 2) *
        Real.exp (-(k * r)))) r := by
  have h1 : HasDerivAt (fun x : ℝ => a + b * x + c * x ^ 2) (b + 2 * c * r) r := by
    have h := (((hasDerivAt_id' r).const_mul b).const_add a).fun_add
      (((hasDerivAt_id' r).fun_pow 2).const_mul c)
    exact h.congr_deriv (by norm_num; ring)
  have h2 : HasDerivAt (fun x : ℝ => Real.exp (-(k * x)))
      (Real.exp (-(k * r)) * (-(k * 1))) r :=
    (((hasDerivAt_id' r).const_mul k).fun_neg).exp
  exact ((h1.fun_mul h2).const_mul C).congr_deriv (by ring)
```

The theorem below states the radial equation multiplied by $r^2$, which avoids division at the origin and is equivalent to the usual equation for $r>0$. The proof applies the derivative lemma twice. The remaining polynomial identity `H` is checked by `ring` for each orbital, where the hand derivation used the recurrence. `linear_combination` restores the common factor $\sqrt{N_s}\,e^{-r/n}$.

```lean
/-- Each radial function solves the radial Schrödinger equation of hydrogen, here multiplied
by `r²`, with the Bohr energy. -/
theorem radial_schrodinger (s : Orbital) (r : ℝ) :
    -(1 / 2) * (r ^ 2 * deriv (deriv (radial s)) r + 2 * r * deriv (radial s) r)
      + ((s.l : ℝ) * ((s.l : ℝ) + 1) / 2 - r) * radial s r
      = s.energy * r ^ 2 * radial s r := by
  obtain ⟨a, b, c, h, H⟩ : ∃ a b c : ℝ, (∀ x, s.shape x = a + b * x + c * x ^ 2) ∧
      ∀ k : ℝ, k = 1 / (s.n : ℝ) →
      -(1 / 2) * (r ^ 2 * (((2 * c - k * b) - k * (b - k * a))
          + (2 * (-(k * c)) - k * (2 * c - k * b)) * r + (-(k * (-(k * c)))) * r ^ 2)
        + 2 * r * ((b - k * a) + (2 * c - k * b) * r + (-(k * c)) * r ^ 2))
        + ((s.l : ℝ) * ((s.l : ℝ) + 1) / 2 - r) * (a + b * r + c * r ^ 2)
        = s.energy * r ^ 2 * (a + b * r + c * r ^ 2) := by
    -- the equation becomes a polynomial identity for each orbital
    cases s
    on_goal 1 => refine ⟨1, 0, 0, ?_, ?_⟩
    on_goal 3 => refine ⟨1, -1 / 2, 0, ?_, ?_⟩
    on_goal 5 => refine ⟨0, 1, 0, ?_, ?_⟩
    on_goal 7 => refine ⟨1, -2 / 3, 2 / 27, ?_, ?_⟩
    on_goal 9 => refine ⟨0, 1, -1 / 6, ?_, ?_⟩
    on_goal 11 => refine ⟨0, 0, 1, ?_, ?_⟩
    all_goals
      intros
      subst_vars
      simp only [Orbital.shape, Orbital.energy, Orbital.n, Orbital.l]
      push_cast
      ring
  have hR : ∀ x, radial s x = Real.sqrt s.normSq *
      ((a + b * x + c * x ^ 2) * Real.exp (-(1 / (s.n : ℝ) * x))) := by
    intro x
    have hx : x / (s.n : ℝ) = 1 / (s.n : ℝ) * x := by ring
    rw [radial, h, hx]
  have d1 := fun x => (hasDerivAt_quadratic_exp (Real.sqrt s.normSq) (1 / (s.n : ℝ)) a b c x).deriv
  rw [← funext hR] at d1
  have d2 := (hasDerivAt_quadratic_exp (Real.sqrt s.normSq) (1 / (s.n : ℝ))
    (b - 1 / (s.n : ℝ) * a) (2 * c - 1 / (s.n : ℝ) * b) (-(1 / (s.n : ℝ) * c)) r).deriv
  rw [← funext d1] at d2
  rw [d2, d1, hR]
  linear_combination (Real.sqrt s.normSq * Real.exp (-(1 / (s.n : ℝ) * r))) * H _ rfl
```

## Squared integrals, rate ratios and the 3p branching fraction

Each part of `dipole_squares` supplies the coefficients of $r^3q_sq_t$ to `radialMoment_eq`. Squaring removes the square roots, and with them the sign of the integral, which depends on the phase convention of the orbitals.

```lean
/-- The squared radial dipole integrals of 3p-1s, 3p-2s, 3s-2p and 3d-2p, in squared
Bohr radii. -/
theorem dipole_squares :
    radialMoment 3 .p3 .s1 ^ 2 = 3 ^ 7 / 2 ^ 13 ∧
    radialMoment 3 .p3 .s2 ^ 2 = 2 ^ 20 * 3 ^ 7 / 5 ^ 12 ∧
    radialMoment 3 .s3 .p2 ^ 2 = 2 ^ 15 * 3 ^ 8 / 5 ^ 12 ∧
    radialMoment 3 .d3 .p2 ^ 2 = 2 ^ 22 * 3 ^ 8 / 5 ^ 13 := by
  have hN : ∀ s : Orbital, 0 ≤ s.normSq := by
    intro s
    cases s <;> norm_num [Orbital.normSq]
  refine ⟨?_, ?_, ?_, ?_⟩
  · rw [radialMoment_eq 3 .p3 .s1 (4 / 3) 0 0 1 (-1 / 6) 0 (by norm_num)
      (by norm_num [Orbital.n]) (by intro r; simp only [Orbital.shape]; ring),
      mul_pow, mul_pow, Real.sq_sqrt (hN _), Real.sq_sqrt (hN _)]
    norm_num [Orbital.normSq]
  · rw [radialMoment_eq 3 .p3 .s2 (5 / 6) 0 0 1 (-2 / 3) (1 / 12) (by norm_num)
      (by norm_num [Orbital.n]) (by intro r; simp only [Orbital.shape]; ring),
      mul_pow, mul_pow, Real.sq_sqrt (hN _), Real.sq_sqrt (hN _)]
    norm_num [Orbital.normSq]
  · rw [radialMoment_eq 3 .s3 .p2 (5 / 6) 0 0 1 (-2 / 3) (2 / 27) (by norm_num)
      (by norm_num [Orbital.n]) (by intro r; simp only [Orbital.shape]; ring),
      mul_pow, mul_pow, Real.sq_sqrt (hN _), Real.sq_sqrt (hN _)]
    norm_num [Orbital.normSq]
  · rw [radialMoment_eq 3 .d3 .p2 (5 / 6) 0 0 0 0 1 (by norm_num)
      (by norm_num [Orbital.n]) (by intro r; simp only [Orbital.shape]; ring),
      mul_pow, mul_pow, Real.sq_sqrt (hN _), Real.sq_sqrt (hN _)]
    norm_num [Orbital.normSq]
```

These values give exact references for checking the radial quadrature and units of an electronic-structure program, for a single nonrelativistic electron bound to a fixed proton.

The rate ratios follow by substituting the squared integrals; `norm_num` evaluates the energies and angular factors.

```lean
/-- The ratio of the 3p-1s to the 3p-2s emission rate is `5^9/2^18`, and that of the 3d-2p
to the 3s-2p rate is `256/25`. -/
theorem rate_ratios :
    rate .p3 .s1 / rate .p3 .s2 = 5 ^ 9 / 2 ^ 18 ∧
    rate .d3 .p2 / rate .s3 .p2 = 256 / 25 := by
  obtain ⟨h1, h2, h3, h4⟩ := dipole_squares
  constructor
  · simp only [rate, h1, h2]
    norm_num [Orbital.energy, Orbital.n, Orbital.l, max_def]
  · simp only [rate, h3, h4]
    norm_num [Orbital.energy, Orbital.n, Orbital.l, max_def]
```

The last theorem divides the 3p-1s rate by the sum of the 3p-1s and 3p-2s rates. Within the dipole model these are the only downward channels from 3p, so the quotient is the branching fraction.

```lean
/-- The 3p-1s rate is the fraction `5^9/(5^9 + 2^18)` of the sum of the 3p-1s and
3p-2s rates. -/
theorem branching_fraction_3p :
    rate .p3 .s1 / (rate .p3 .s1 + rate .p3 .s2) = 5 ^ 9 / (5 ^ 9 + 2 ^ 18) := by
  obtain ⟨h1, h2, -, -⟩ := dipole_squares
  simp only [rate, h1, h2]
  norm_num [Orbital.energy, Orbital.n, Orbital.l, max_def]

end HydrogenRadialDipole
```

```lean
#print axioms HydrogenRadialDipole.radial_normalised
#print axioms HydrogenRadialDipole.radial_schrodinger
#print axioms HydrogenRadialDipole.rate_ratios
#print axioms HydrogenRadialDipole.branching_fraction_3p
```

```
'HydrogenRadialDipole.radial_normalised' depends on axioms: [propext, Classical.choice, Quot.sound]
'HydrogenRadialDipole.radial_schrodinger' depends on axioms: [propext, Classical.choice, Quot.sound]
'HydrogenRadialDipole.rate_ratios' depends on axioms: [propext, Classical.choice, Quot.sound]
'HydrogenRadialDipole.branching_fraction_3p' depends on axioms: [propext, Classical.choice, Quot.sound]
```
